# The Lennard-Jones well and centrifugal barrier disappear above L = (36/5)·5^(−2/3)

Two particles that interact through the Lennard-Jones potential and have relative angular momentum move radially in the effective potential

U(r) = 4(1/r¹² − 1/r⁶) + L/r².

For 0 < L < (36/5)·5^(−2/3) ≈ 2.462, U has exactly two critical points on r > 0: a well and, further out, a centrifugal barrier. For larger L it has none, and U is repulsive at every distance. At the threshold the only critical point is r = 5^(1/6) ≈ 1.308, with energy 4/5.

Distance is in units of the Lennard-Jones length σ and energy in units of the well depth ε. The letter L is not the angular momentum: for angular momentum J and reduced mass μ, L = J²/(2μεσ²).

```lean
import Mathlib

open Set

namespace OrbitingLimit

noncomputable section
```

## Potential and critical points

The potential is a function of two real numbers, L and r. Only r > 0 has physical meaning.

```lean
/-- Effective radial potential in reduced units, for `r ≠ 0`: the Lennard-Jones potential plus
the centrifugal term `L / r ^ 2`. -/
def effU (L r : ℝ) : ℝ := 4 * (1 / r ^ 12 - 1 / r ^ 6) + L / r ^ 2
```

A critical point is a positive r at which U has derivative 0. In `HasDerivAt (effU L) 0 r`, the 0 is the value of the derivative and r is the point.

```lean
/-- The critical points of the effective potential at positive distance. -/
def critPts (L : ℝ) : Set ℝ := {r | 0 < r ∧ HasDerivAt (effU L) 0 r}
```

## The balancing coefficient

Differentiation gives

U′(r) = −48/r¹³ + 24/r⁷ − 2L/r³ = (2/r³)(g(r) − L), with g(r) = 12/r⁴ − 24/r¹⁰.

So g(r) is the value of L for which the centrifugal force cancels the Lennard-Jones force at r. In Lean, g is called `balance`.

```lean
/-- The centrifugal coefficient that balances the Lennard-Jones force at distance `r ≠ 0`. -/
def balance (r : ℝ) : ℝ := 12 / r ^ 4 - 24 / r ^ 10
```

The maximum of g will turn out to lie at 5^(1/6). The code calls this the orbiting distance. In scattering theory, orbiting can occur at the barrier top for any positive L below the threshold; `rOrb` is only the limiting distance.

```lean
/-- The orbiting distance `5^(1/6)`. -/
def rOrb : ℝ := (5 : ℝ) ^ (1 / 6 : ℝ)
```

The threshold coefficient is defined by its closed form.

```lean
/-- The threshold centrifugal coefficient `(36/5) 5^(-2/3)`. -/
def LOrb : ℝ := 36 / 5 * (5 : ℝ) ^ (-(2 / 3) : ℝ)
```

With r⁶ = 5 we have r¹⁰ = 5r⁴, hence

g(r) = 12/r⁴ − 24/(5r⁴) = (36/5)/r⁴ = (36/5)·5^(−2/3).

```lean
/-- The orbiting distance exceeds 1, its sixth power is 5, and the balancing centrifugal
coefficient there is the threshold value. -/
theorem rOrb_spec : 1 < rOrb ∧ rOrb ^ 6 = 5 ∧ balance rOrb = LOrb := by
  have h6 : rOrb ^ 6 = 5 := by
    unfold rOrb
    rw [← Real.rpow_natCast, ← Real.rpow_mul (by norm_num)]
    norm_num
  have h4 : (5 : ℝ) ^ (-(2 / 3) : ℝ) = (rOrb ^ 4)⁻¹ := by
    unfold rOrb
    rw [← Real.rpow_natCast, ← Real.rpow_mul (by norm_num), ← Real.rpow_neg (by norm_num)]
    congr 1
    norm_num
  have h10 : rOrb ^ 10 = 5 * rOrb ^ 4 := by linear_combination rOrb ^ 4 * h6
  refine ⟨Real.one_lt_rpow (by norm_num) (by norm_num), h6, ?_⟩
  rw [balance, LOrb, h4, h10]
  ring
```

The slope formula is checked by differentiating term by term and clearing denominators.

```lean
/-- The slope of the effective potential at `r > 0` is `2 / r ^ 3` times the difference between
the balancing centrifugal coefficient and the actual one. -/
theorem hasDerivAt_effU (L : ℝ) {r : ℝ} (hr : 0 < r) :
    HasDerivAt (effU L) (2 / r ^ 3 * (balance r - L)) r := by
  have h0 : r ≠ 0 := hr.ne'
  have h := ((((hasDerivAt_const r (1 : ℝ)).fun_div (hasDerivAt_pow 12 r)
    (pow_ne_zero 12 h0)).fun_sub ((hasDerivAt_const r (1 : ℝ)).fun_div (hasDerivAt_pow 6 r)
    (pow_ne_zero 6 h0))).const_mul 4).fun_add
    ((hasDerivAt_const r L).fun_div (hasDerivAt_pow 2 r) (pow_ne_zero 2 h0))
  refine h.congr_deriv ?_
  norm_num [balance]
  field_simp
  ring
```

Since 2/r³ > 0, U′(r) = 0 holds exactly when g(r) = L. Uniqueness of the derivative gives one direction, and substitution gives the other.

```lean
/-- A distance is critical exactly when it is positive and its balancing centrifugal coefficient
is the actual one. -/
theorem mem_critPts_iff (L r : ℝ) : r ∈ critPts L ↔ 0 < r ∧ balance r = L := by
  constructor
  · rintro ⟨h, hd⟩
    have e := hd.unique (hasDerivAt_effU L h)
    have hp : 0 < 2 / r ^ 3 := by positivity
    rcases mul_eq_zero.mp e.symm with h1 | h1
    · exact absurd h1 hp.ne'
    · exact ⟨h, by linarith⟩
  · rintro ⟨h, hb⟩
    exact ⟨h, (hasDerivAt_effU L h).congr_deriv (by rw [hb, sub_self, mul_zero])⟩
```

## One maximum, two branches

The derivative of g is

g′(r) = −48/r⁵ + 240/r¹¹ = 48(5 − r⁶)/r¹¹,

which is positive for r < 5^(1/6) and negative beyond. `StrictMonoOn` and `StrictAntiOn` state that g is strictly increasing and strictly decreasing on the two branches.

```lean
/-- On positive distances the balancing coefficient is continuous, rises strictly up to the
orbiting distance and falls strictly beyond it. -/
theorem balance_shape : ContinuousOn balance (Ioi 0) ∧
    StrictMonoOn balance (Ioc 0 rOrb) ∧ StrictAntiOn balance (Ici rOrb) := by
  obtain ⟨h1, h6, -⟩ := rOrb_spec
  have hd : ∀ r : ℝ, 0 < r → HasDerivAt balance (48 * (5 - r ^ 6) / r ^ 11) r := by
    intro r hr
    have h0 : r ≠ 0 := hr.ne'
    have h := ((hasDerivAt_const r (12 : ℝ)).fun_div (hasDerivAt_pow 4 r)
      (pow_ne_zero 4 h0)).fun_sub ((hasDerivAt_const r (24 : ℝ)).fun_div (hasDerivAt_pow 10 r)
      (pow_ne_zero 10 h0))
    refine h.congr_deriv ?_
    norm_num
    field_simp
    ring
  have hc : ContinuousOn balance (Ioi 0) :=
    fun r hr => (hd r hr).continuousAt.continuousWithinAt
  refine ⟨hc, ?_, ?_⟩
  · apply strictMonoOn_of_deriv_pos (convex_Ioc 0 rOrb) (hc.mono fun r hr => hr.1)
    intro r hr
    rw [interior_Ioc] at hr
    rw [(hd r hr.1).deriv]
    have h := pow_lt_pow_left₀ hr.2 hr.1.le (by norm_num : (6 : ℕ) ≠ 0)
    exact div_pos (by linarith) (pow_pos hr.1 11)
  · have hpos : ∀ r ∈ Ici rOrb, 0 < r := fun r hr => by
      have : rOrb ≤ r := hr
      linarith
    apply strictAntiOn_of_deriv_neg (convex_Ici rOrb) (hc.mono hpos)
    intro r hr
    rw [interior_Ici] at hr
    have hr' : rOrb < r := hr
    have r0 : 0 < r := by linarith
    rw [(hd r r0).deriv]
    have h := pow_lt_pow_left₀ hr' (by linarith) (by norm_num : (6 : ℕ) ≠ 0)
    exact div_neg_of_neg_of_pos (by linarith) (pow_pos r0 11)
```

Therefore g lies below the threshold at every positive distance except 5^(1/6).

```lean
/-- At every positive distance other than the orbiting distance, the balancing coefficient lies
below the threshold. -/
theorem balance_lt {r : ℝ} (hr : 0 < r) (hne : r ≠ rOrb) : balance r < LOrb := by
  obtain ⟨h1, -, hb⟩ := rOrb_spec
  obtain ⟨-, hm, ha⟩ := balance_shape
  rw [← hb]
  rcases lt_or_gt_of_ne hne with h | h
  · exact hm ⟨hr, h.le⟩ ⟨by linarith, le_rfl⟩ h
  · exact ha (mem_Ici.mpr le_rfl) (mem_Ici.mpr h.le) h
```

## Well and barrier below the threshold

Let 0 < L < g(5^(1/6)). On the inner branch g(1) = −12 < L, so the intermediate value theorem gives r₁ between 1 and 5^(1/6) with g(r₁) = L. On the outer branch take b = max(5^(1/6), 12/L). Since b > 1,

b⁴ ≥ b ≥ 12/L, so g(b) < 12/b⁴ ≤ L,

and there is a solution r₂ between 5^(1/6) and b. Strict monotonicity allows only one solution on each branch.

It also gives g < L before r₁, g > L between r₁ and r₂, and g < L after r₂. These are the signs of U′, so U falls, rises and falls again: r₁ is the well and r₂ the barrier. The condition L > 0 can't be relaxed to L ≥ 0, because the bare Lennard-Jones potential has a minimum but no barrier.

```lean
/-- For a positive centrifugal coefficient below the threshold there are exactly two critical
points, one on each side of the orbiting distance. The potential falls up to the inner one,
rises between them and falls beyond the outer one. -/
theorem two_critical_points {L : ℝ} (hL : 0 < L) (hlt : L < LOrb) :
    ∃ r₁ r₂ : ℝ, 0 < r₁ ∧ r₁ < rOrb ∧ rOrb < r₂ ∧ critPts L = {r₁, r₂} ∧
      StrictAntiOn (effU L) (Ioc 0 r₁) ∧ StrictMonoOn (effU L) (Icc r₁ r₂) ∧
      StrictAntiOn (effU L) (Ici r₂) := by
  obtain ⟨h1, -, hb⟩ := rOrb_spec
  obtain ⟨hc, hm, ha⟩ := balance_shape
  -- the inner solution, between 1 and the orbiting distance
  have hone : balance 1 ≤ L := by
    have : balance 1 = -12 := by norm_num [balance]
    linarith
  obtain ⟨r₁, m₁, e₁⟩ := intermediate_value_Icc h1.le
    (hc.mono fun r hr => lt_of_lt_of_le one_pos hr.1) ⟨hone, hb ▸ hlt.le⟩
  -- the outer solution, before a distance where the attraction is too weak
  obtain ⟨b, hb1, hbL⟩ : ∃ b : ℝ, rOrb ≤ b ∧ 12 / L ≤ b :=
    ⟨max rOrb (12 / L), le_max_left _ _, le_max_right _ _⟩
  have b0 : 0 < b := by linarith
  have hfar : balance b ≤ L := by
    have h4 : b ≤ b ^ 4 := le_self_pow₀ (by linarith) (by norm_num)
    have h5 := (div_le_iff₀ hL).mp (hbL.trans h4)
    have h6 : 12 / b ^ 4 ≤ L := (div_le_iff₀ (pow_pos b0 4)).mpr (by linarith)
    have h7 : 0 < 24 / b ^ 10 := by positivity
    unfold balance
    linarith
  obtain ⟨r₂, m₂, e₂⟩ := intermediate_value_Icc' hb1
    (hc.mono fun r hr => lt_of_lt_of_le (by linarith) hr.1) ⟨hfar, hb ▸ hlt.le⟩
  have p₁ : 0 < r₁ := by linarith [m₁.1]
  have l₁ : r₁ < rOrb := lt_of_le_of_ne m₁.2 (by rintro rfl; linarith)
  have l₂ : rOrb < r₂ := lt_of_le_of_ne m₂.1 (by rintro rfl; linarith)
  have cont : ∀ s : Set ℝ, (∀ r ∈ s, 0 < r) → ContinuousOn (effU L) s :=
    fun s hs r hr => (hasDerivAt_effU L (hs r hr)).continuousAt.continuousWithinAt
  refine ⟨r₁, r₂, p₁, l₁, l₂, ?_, ?_, ?_, ?_⟩
  · ext r
    rw [mem_critPts_iff, mem_insert_iff, mem_singleton_iff]
    constructor
    · rintro ⟨hr, e⟩
      rcases le_total r rOrb with h | h
      · exact Or.inl (hm.injOn ⟨hr, h⟩ ⟨p₁, l₁.le⟩ (e.trans e₁.symm))
      · exact Or.inr (ha.injOn h l₂.le (e.trans e₂.symm))
    · rintro (h | h)
      · exact h ▸ ⟨p₁, e₁⟩
      · exact h ▸ ⟨by linarith, e₂⟩
  · apply strictAntiOn_of_deriv_neg (convex_Ioc 0 r₁) (cont _ fun r hr => hr.1)
    intro r hr
    rw [interior_Ioc] at hr
    have r0 : 0 < r := hr.1
    have h := hm ⟨r0, by linarith [hr.2]⟩ ⟨p₁, l₁.le⟩ hr.2
    rw [(hasDerivAt_effU L r0).deriv]
    exact mul_neg_of_pos_of_neg (by positivity) (by linarith)
  · apply strictMonoOn_of_deriv_pos (convex_Icc r₁ r₂)
      (cont _ fun r hr => lt_of_lt_of_le p₁ hr.1)
    intro r hr
    rw [interior_Icc] at hr
    have r0 : 0 < r := p₁.trans hr.1
    have h : L < balance r := by
      rcases le_total r rOrb with h | h
      · exact e₁ ▸ hm ⟨p₁, l₁.le⟩ ⟨r0, h⟩ hr.1
      · exact e₂ ▸ ha h l₂.le hr.2
    rw [(hasDerivAt_effU L r0).deriv]
    exact mul_pos (by positivity) (by linarith)
  · apply strictAntiOn_of_deriv_neg (convex_Ici r₂)
      (cont _ fun r hr => lt_of_lt_of_le (by linarith) (mem_Ici.mp hr))
    intro r hr
    rw [interior_Ici] at hr
    have hr' : r₂ < r := hr
    have r0 : 0 < r := by linarith
    have h := ha l₂.le (l₂.trans hr').le hr'
    rw [(hasDerivAt_effU L r0).deriv]
    exact mul_neg_of_pos_of_neg (by positivity) (by linarith)
```

## Pure repulsion above the threshold

If L exceeds the maximum of g, then g(r) − L < 0 for every r > 0. The slope is negative throughout.

```lean
/-- Above the threshold there is no critical point, and the effective potential falls strictly
over all positive distances. -/
theorem no_critical_point {L : ℝ} (hL : LOrb < L) :
    critPts L = ∅ ∧ StrictAntiOn (effU L) (Ioi 0) := by
  have key : ∀ r : ℝ, 0 < r → balance r < L := by
    intro r hr
    by_cases h : r = rOrb
    · rw [h, rOrb_spec.2.2]
      exact hL
    · exact (balance_lt hr h).trans hL
  constructor
  · refine eq_empty_of_forall_notMem fun r hr => ?_
    obtain ⟨h, e⟩ := (mem_critPts_iff L r).mp hr
    exact (key r h).ne e
  · apply strictAntiOn_of_deriv_neg (convex_Ioi 0)
      (fun r hr => (hasDerivAt_effU L hr).continuousAt.continuousWithinAt)
    intro r hr
    rw [interior_Ioi] at hr
    have r0 : 0 < r := hr
    rw [(hasDerivAt_effU L r0).deriv]
    exact mul_neg_of_pos_of_neg (by positivity) (by linarith [key r r0])
```

## The energy bound 4/5

At a critical point L = g(r). With x = 1/r⁶, the centrifugal energy is L/r² = 12x − 24x², and

U = 4x² − 4x + 12x − 24x² = 8x − 20x² = 4/5 − 20(x − 1/5)².

Hence U ≤ 4/5 for any real L. Equality forces r⁶ = 5 and so L = g(5^(1/6)), the threshold. Conversely, at the threshold g(r) = L only for r = 5^(1/6), where the square vanishes.

```lean
/-- For any centrifugal coefficient, the energy at a critical point is at most 4/5, with equality
exactly when the coefficient is at the threshold. -/
theorem critical_energy_le {L r : ℝ} (h : r ∈ critPts L) :
    effU L r ≤ 4 / 5 ∧ (effU L r = 4 / 5 ↔ L = LOrb) := by
  obtain ⟨hr, e⟩ := (mem_critPts_iff L r).mp h
  obtain ⟨h1, h6, hb⟩ := rOrb_spec
  -- eliminate the centrifugal coefficient and complete the square
  have hE : effU L r = 4 / 5 - 20 * (1 / r ^ 6 - 1 / 5) ^ 2 := by
    rw [← e]
    unfold effU balance
    field_simp
    ring
  refine ⟨by rw [hE]; linarith [sq_nonneg (1 / r ^ 6 - 1 / 5)], ?_, ?_⟩
  · intro h45
    have hs : (1 / r ^ 6 - 1 / 5) ^ 2 = 0 := by linarith
    have hz : 1 / r ^ 6 = 1 / 5 := sub_eq_zero.mp (pow_eq_zero_iff (by norm_num) |>.mp hs)
    have hr6 : r ^ 6 = 5 := by
      rw [one_div, one_div] at hz
      exact inv_injective hz
    have hrr : r = rOrb :=
      (pow_left_inj₀ hr.le (by linarith) (by norm_num : (6 : ℕ) ≠ 0)).mp (hr6.trans h6.symm)
    rw [← e, hrr, hb]
  · intro hL
    have hrr : r = rOrb := by
      by_contra hne
      exact (balance_lt hr hne).ne (e.trans hL)
    rw [hE, hrr, h6]
    norm_num
```

The threshold case combines these facts.

```lean
/-- At the threshold the orbiting distance is the only critical point, and its energy is 4/5. -/
theorem orbiting_threshold : critPts LOrb = {rOrb} ∧ effU LOrb rOrb = 4 / 5 := by
  obtain ⟨h1, -, hb⟩ := rOrb_spec
  have hmem : rOrb ∈ critPts LOrb := (mem_critPts_iff _ _).mpr ⟨by linarith, hb⟩
  refine ⟨?_, (critical_energy_le hmem).2.mpr rfl⟩
  ext r
  rw [mem_singleton_iff]
  constructor
  · intro h
    obtain ⟨hr, e⟩ := (mem_critPts_iff _ _).mp h
    by_contra hne
    exact (balance_lt hr hne).ne e
  · intro h
    rw [h]
    exact hmem

end

end OrbitingLimit
```

```lean
#print axioms OrbitingLimit.two_critical_points
#print axioms OrbitingLimit.no_critical_point
#print axioms OrbitingLimit.critical_energy_le
#print axioms OrbitingLimit.orbiting_threshold
```

```
'OrbitingLimit.two_critical_points' depends on axioms: [propext, Classical.choice, Quot.sound]
'OrbitingLimit.no_critical_point' depends on axioms: [propext, Classical.choice, Quot.sound]
'OrbitingLimit.critical_energy_le' depends on axioms: [propext, Classical.choice, Quot.sound]
'OrbitingLimit.orbiting_threshold' depends on axioms: [propext, Classical.choice, Quot.sound]
```

The theorems concern the curve U alone. The step to a real collision is the reduction of the two-body motion to radial motion in U at conserved angular momentum. For classical, structureless particles with this pair potential, the bound then means that no collision whose energy of relative motion is above 4/5 of the well depth can orbit. In quantum scattering, the same well and barrier can support quasi-bound states, within this single-channel 12-6 model.
